Twist-averaged particle number and kinetic energy of one-dimensional spinless free fermions, and the periodic closed-shell error

Q: A twist average has to hold something fixed while the twist moves, either the particle number or the Fermi momentum. Which does the formal statement hold fixed?

A: The Fermi momentum. Take a ring of length L > 0, units ħ = m = 1, and the boundary condition ψ(x + L) = exp(iθL) ψ(x), so that θ is a momentum offset and the boundary phase is θL. The plane waves have

k = 2πn/L + θ,  n an integer.

At each θ every state with |k| < kF is filled once, for a given kF, and a state exactly at |k| = kF is empty. The particle number may change with θ, as in the grand-canonical form of twist averaging.

```lean
import Mathlib

open Real MeasureTheory

namespace TwistAveragedFreeFermions

noncomputable section

/-- Plane-wave momentum `k = 2πn/L + θ` on a ring of length `L` with twist `θ`. -/
def kpt (L θ : ℝ) (n : ℤ) : ℝ := 2 * π * n / L + θ
```

Q: Infinitely many n are allowed. How is the sea made finite?

A: `occupied` lists the integers strictly between a floor and a ceiling. For a one-body function f, `seaSum` is S(θ) = Σ f(k) over that set, `particleCount` is its cardinality and `kinetic` is Σ k²/2. With the level spacing a = 2π/L, `twistAvg` is

⟨F⟩ = (1/a) ∫₀^a F(θ) dθ.

Shifting θ by a only relabels n, so one spacing covers every boundary phase.

```lean
/-- The finite set of integer labels strictly between `⌊(-kF-θ)L/2π⌋` and `⌈(kF-θ)L/2π⌉`. -/
def occupied (L kF θ : ℝ) : Finset ℤ :=
  Finset.Ioo ⌊(-kF - θ) * L / (2 * π)⌋ ⌈(kF - θ) * L / (2 * π)⌉

/-- Sum of a one-body quantity `f(k)` over the occupied plane waves. -/
def seaSum (f : ℝ → ℝ) (L kF θ : ℝ) : ℝ := ∑ n ∈ occupied L kF θ, f (kpt L θ n)

/-- Number of occupied plane waves at twist `θ`. -/
def particleCount (L kF θ : ℝ) : ℝ := ((occupied L kF θ).card : ℝ)

/-- Kinetic energy `∑ k²/2` of the occupied plane waves at twist `θ`. -/
def kinetic (L kF θ : ℝ) : ℝ := ∑ n ∈ occupied L kF θ, kpt L θ n ^ 2 / 2

/-- Average of `F(θ)` over twists from `0` to `2π/L`. -/
def twistAvg (L : ℝ) (F : ℝ → ℝ) : ℝ := L / (2 * π) * ∫ θ in (0 : ℝ)..(2 * π / L), F θ
```

Q: I see a floor and a ceiling, and no Fermi sea.

A: `mem_occupied` identifies the two. For an integer n and reals x, y, ⌊x⌋ < n means x < n, and n < ⌈y⌉ means n < y; these are `Int.floor_lt` and `Int.lt_ceil`. Membership therefore reads

(−kF − θ) L/(2π) < n < (kF − θ) L/(2π).

Multiplying by 2π/L, which is positive, and adding θ gives −kF < k < kF. The auxiliary equivalences `e1` and `e2` clear the denominator L. The lemma holds for all real kF and θ.

```lean
/-- A plane wave is occupied exactly when `|k| < kF`. -/
theorem mem_occupied {L : ℝ} (hL : 0 < L) (kF θ : ℝ) (n : ℤ) :
    n ∈ occupied L kF θ ↔ |kpt L θ n| < kF := by
  have h2 : 0 < 2 * π := by positivity
  have e1 : -kF - θ < 2 * π * n / L ↔ (-kF - θ) * L < 2 * π * n := lt_div_iff₀ hL
  have e2 : 2 * π * n / L < kF - θ ↔ 2 * π * n < (kF - θ) * L := div_lt_iff₀ hL
  rw [occupied, Finset.mem_Ioo, Int.floor_lt, Int.lt_ceil, abs_lt, div_lt_iff₀ h2,
    lt_div_iff₀ h2, kpt]
  constructor
  · rintro ⟨h1, h3⟩
    have := e1.2 (by linarith)
    have := e2.2 (by linarith)
    constructor <;> linarith
  · rintro ⟨h1, h3⟩
    have := e1.1 (by linarith)
    have := e2.1 (by linarith)
    constructor <;> linarith
```

Q: I also see no Hamiltonian and no Slater determinant.

A: There are none. The one-particle spectrum k²/2, single occupancy and the zero-temperature filling rule are put in as definitions, and nothing is proved about the sea being a ground state. Twist averaging is used in supercell simulations of metals to reduce the shell effects of a discrete momentum grid, and the theorems quantify that effect only for non-interacting spinless particles in one dimension with a continuous average over θ, leaving exchange, correlation and finite twist grids untreated.

Q: How does the average become exact at finite L?

A: Let g(x) = f(x) for |x| < kF and g(x) = 0 otherwise. Choose a natural number M with kF + a < aM. For 0 ≤ θ ≤ a an occupied label satisfies

an > −kF − θ ≥ −kF − a > −aM  and  an < kF − θ ≤ kF < aM,

so −M < n < M. The window n = j − M with j = 0, …, 2M − 1 contains all such labels, and g vanishes on the unoccupied ones, so

S(θ) = Σ_{j=0}^{2M−1} g(−aM + aj + θ).

Substituting x = −aM + aj + θ in term j gives

∫₀^a g(−aM + aj + θ) dθ = ∫ g(x) dx over [−aM + aj, −aM + a(j+1)].

The 2M cells are adjacent and join into [−aM, aM], which contains (−kF, kF). Hence

⟨S⟩ = (L/2π) ∫_{−kF}^{kF} f(k) dk.

The lemma `tile` is the joining step for m cells starting at a point c, for any g integrable on the real line; the cut-off g is integrable when f is integrable on [−kF, kF]. Its induction splits off the last term, shifts it with `intervalIntegral.integral_comp_add_left` and attaches the new cell with `intervalIntegral.integral_add_adjacent_intervals`.

```lean
/-- For `g` integrable on the real line, the sum of `g` over `m` grid points of spacing `a`, starting at `c` and shifted by `θ`, is integrable in `θ` over one
spacing, and its integral is that of `g` over the `m` adjacent cells. -/
theorem tile (g : ℝ → ℝ) (hg : Integrable g) (a c : ℝ) (m : ℕ) :
    IntervalIntegrable (fun θ => ∑ j ∈ Finset.range m, g (c + a * j + θ)) volume 0 a ∧
    ∫ θ in (0 : ℝ)..a, ∑ j ∈ Finset.range m, g (c + a * j + θ)
      = ∫ x in c..(c + a * m), g x := by
  induction m with
  | zero =>
    refine ⟨?_, by simp⟩
    simp only [Finset.range_zero, Finset.sum_empty]
    exact continuous_const.intervalIntegrable _ _
  | succ m ih =>
    simp only [Finset.sum_range_succ]
    have h1 : IntervalIntegrable (fun θ => g (c + a * m + θ)) volume 0 a :=
      (hg.comp_add_left _).intervalIntegrable
    have e : c + a * ((m + 1 : ℕ) : ℝ) = c + a * m + a := by push_cast; ring
    refine ⟨ih.1.add h1, ?_⟩
    rw [intervalIntegral.integral_add ih.1 h1, ih.2,
      intervalIntegral.integral_comp_add_left (f := g) (d := c + a * m), add_zero,
      intervalIntegral.integral_add_adjacent_intervals hg.intervalIntegrable
        hg.intervalIntegrable, e]
```

Q: S(θ) can jump when a level enters or leaves the sea. Is it even integrable?

A: That is the first half of `twist_average_sea`: for L > 0, kF > 0 and f integrable on [−kF, kF], S is integrable over [0, a]. It matters because Lean assigns the value 0 to the integral of a non-integrable function. The second half is the formula for ⟨S⟩. In the proof, `hMa` is the choice of M, `hin` and `hout` describe g inside and outside the sea, and `key` is the fixed-window identity, with `r1` and `r2` the two bounds on n. After `tile` is applied with c = −aM and m = 2M, `hsub` is the inclusion of (−kF, kF) in the tiled interval, and the last rewrite turns the integral of g into that of f.

```lean
/-- For `L, kF > 0` and any `f` integrable on `[-kF, kF]` the sum of `f(k)` over `|k| < kF` is integrable in
the twist, and its twist average is `(L/2π) ∫ f(k) dk` over `[-kF, kF]`. -/
theorem twist_average_sea (f : ℝ → ℝ) {L kF : ℝ} (hL : 0 < L) (hkF : 0 < kF)
    (hf : IntervalIntegrable f volume (-kF) kF) :
    IntervalIntegrable (seaSum f L kF) volume 0 (2 * π / L) ∧
    twistAvg L (seaSum f L kF) = L / (2 * π) * ∫ k in (-kF)..kF, f k := by
  obtain ⟨a, ha_def⟩ : ∃ a, a = 2 * π / L := ⟨_, rfl⟩
  have ha : 0 < a := by rw [ha_def]; positivity
  have hk : ∀ (θ : ℝ) (n : ℤ), kpt L θ n = a * n + θ := by
    intro θ n; rw [ha_def, kpt]; ring
  obtain ⟨M, hM⟩ := exists_nat_gt (kF / a + 1)
  have hMa : kF + a < a * M := by
    have := (div_lt_iff₀ ha).1 (show kF / a < M - 1 by linarith)
    linarith
  -- `g` is `f` cut off at the Fermi momentum
  obtain ⟨g, hgdef⟩ : ∃ g, g = Set.indicator (Set.Ioo (-kF) kF) f := ⟨_, rfl⟩
  have hg : Integrable g := by
    rw [hgdef]
    exact (integrable_indicator_iff measurableSet_Ioo).2 (hf.1.mono_set Set.Ioo_subset_Ioc_self)
  have hin : ∀ x, |x| < kF → g x = f x := fun x hx => by
    rw [hgdef]; exact Set.indicator_of_mem (show x ∈ Set.Ioo (-kF) kF from abs_lt.1 hx) f
  have hout : ∀ x, ¬ |x| < kF → g x = 0 := fun x hx => by
    have hx' : x ∉ Set.Ioo (-kF) kF := fun h => hx (abs_lt.2 ⟨h.1, h.2⟩)
    rw [hgdef]; exact Set.indicator_of_notMem hx' f
  -- within one cell the sea sum is a sum of `g` over a fixed window of labels
  have key : ∀ θ ∈ Set.Icc 0 a,
      seaSum f L kF θ = ∑ j ∈ Finset.range (2 * M), g (-(a * M) + a * j + θ) := by
    intro θ hθ
    have hinj : Set.InjOn (fun j : ℕ => (j : ℤ) - M) (Finset.range (2 * M) : Finset ℕ) := by
      intro x _ y _ h
      have h' : (x : ℤ) - M = y - M := h
      omega
    have h1 : ∑ n ∈ (Finset.range (2 * M)).image (fun j : ℕ => (j : ℤ) - M), g (kpt L θ n)
        = ∑ j ∈ Finset.range (2 * M), g (-(a * M) + a * j + θ) := by
      rw [Finset.sum_image hinj]
      exact Finset.sum_congr rfl fun j _ => congrArg g (by rw [hk]; push_cast; ring)
    rw [← h1, seaSum, Finset.sum_congr rfl
      fun n hn => (hin _ ((mem_occupied hL kF θ n).1 hn)).symm]
    refine Finset.sum_subset (fun n hn => ?_)
      (fun n _ hn => hout _ fun h => hn ((mem_occupied hL kF θ n).2 h))
    rw [mem_occupied hL, hk, abs_lt] at hn
    have r1 : -(M : ℝ) < n := by
      by_contra hc
      nlinarith [mul_le_mul_of_nonneg_left (not_lt.1 hc) ha.le, hn.1, hθ.2]
    have r2 : (n : ℝ) < M := by
      by_contra hc
      nlinarith [mul_le_mul_of_nonneg_left (not_lt.1 hc) ha.le, hn.2, hθ.1]
    have z1 : -(M : ℤ) < n := by exact_mod_cast r1
    have z2 : n < (M : ℤ) := by exact_mod_cast r2
    refine Finset.mem_image.2 ⟨(n + M).toNat, Finset.mem_range.2 (by omega), ?_⟩
    show (((n + M).toNat : ℕ) : ℤ) - M = n
    omega
  obtain ⟨t1, t2⟩ := tile g hg a (-(a * M)) (2 * M)
  unfold twistAvg
  rw [← ha_def]
  refine ⟨⟨t1.1.congr_fun (fun θ hθ => (key θ (Set.Ioc_subset_Icc_self hθ)).symm)
    measurableSet_Ioc, ?_⟩, ?_⟩
  · rw [Set.Ioc_eq_empty (not_lt.2 ha.le)]
    exact integrableOn_empty
  have hI : ∫ θ in (0 : ℝ)..a, seaSum f L kF θ
      = ∫ θ in (0 : ℝ)..a, ∑ j ∈ Finset.range (2 * M), g (-(a * M) + a * j + θ) :=
    intervalIntegral.integral_congr fun θ hθ => key θ (by rwa [Set.uIcc_of_le ha.le] at hθ)
  -- the tiled interval contains the whole Fermi sea
  have hup : kF ≤ -(a * M) + a * ((2 * M : ℕ) : ℝ) := by push_cast; linarith
  have hle : -(a * M) ≤ -(a * M) + a * ((2 * M : ℕ) : ℝ) := by linarith
  have hsub : Set.Ioo (-kF) kF ⊆ Set.Ioc (-(a * M)) (-(a * M) + a * ((2 * M : ℕ) : ℝ)) :=
    fun x hx => ⟨by linarith [hx.1], by linarith [hx.2]⟩
  rw [hI, t2, intervalIntegral.integral_of_le hle,
    intervalIntegral.integral_of_le (show -kF ≤ kF by linarith), hgdef,
    setIntegral_indicator measurableSet_Ioo, Set.inter_eq_right.2 hsub,
    integral_Ioc_eq_integral_Ioo]
```

Q: And the two advertised numbers?

A: They are f = 1 and f = k²/2:

⟨count⟩ = (L/2π) · 2kF = L kF/π,

⟨kinetic⟩ = (L/2π) · kF³/3 = L kF³/(6π).

These are L times the bulk densities, for every L > 0 and kF > 0, with no commensurability condition. Here `e1` and `e2` recognise count and energy as sea sums, and `hI` is the integral kF³/3.

```lean
/-- For all `L, kF > 0` the twist-averaged particle number is `L kF/π` and the
twist-averaged kinetic energy is `L kF³/(6π)`. -/
theorem twist_average_free_fermions {L kF : ℝ} (hL : 0 < L) (hkF : 0 < kF) :
    twistAvg L (particleCount L kF) = L * kF / π ∧
    twistAvg L (kinetic L kF) = L * kF ^ 3 / (6 * π) := by
  have h1 := (twist_average_sea (fun _ => 1) hL hkF (continuous_const.intervalIntegrable _ _)).2
  have hc : Continuous fun k : ℝ => k ^ 2 / 2 := by fun_prop
  have h2 := (twist_average_sea (fun k => k ^ 2 / 2) hL hkF (hc.intervalIntegrable _ _)).2
  have e1 : particleCount L kF = seaSum (fun _ => 1) L kF := by
    funext θ; simp [particleCount, seaSum]
  have e2 : kinetic L kF = seaSum (fun k => k ^ 2 / 2) L kF := rfl
  have hI : ∫ k in (-kF)..kF, k ^ 2 / 2 = kF ^ 3 / 3 := by
    rw [intervalIntegral.integral_div, integral_pow]; push_cast; ring
  constructor
  · rw [e1, h1, intervalIntegral.integral_const, smul_eq_mul]; ring
  · rw [e2, h2, hI]; ring
```

Q: With periodic boundaries I would fix N and fill the lowest N levels. Your sea is set by kF.

A: The two agree for odd N = 2M + 1, where M is now the shell index and no longer the window size. Put b = π/L and kF = πN/L = 2bM + b, midway between two periodic levels, and take |θ| < b. Then k = 2bn + θ. If |n| ≤ M,

|k| ≤ 2bM + |θ| < 2bM + b = kF.

If n ≥ M + 1, then k > 2b(M + 1) − b = kF, and n ≤ −(M + 1) gives k < −kF in the same way. The sea is {−M, …, M}. The two branches of `occupied_closed_shell` are these two arguments.

```lean
/-- At `kF = π(2M+1)/L` and `|θ| < π/L` the occupied labels are `-M, …, M`. -/
theorem occupied_closed_shell {L θ : ℝ} (hL : 0 < L) (hθ : |θ| < π / L) (M : ℕ) :
    occupied L (π * (2 * M + 1) / L) θ = Finset.Icc (-(M : ℤ)) M := by
  obtain ⟨b, hb_def⟩ : ∃ b, b = π / L := ⟨_, rfl⟩
  have hb : 0 < b := by rw [hb_def]; positivity
  rw [← hb_def, abs_lt] at hθ
  ext n
  have e1 : kpt L θ n = 2 * (b * n) + θ := by rw [hb_def, kpt]; ring
  have e2 : π * (2 * M + 1) / L = 2 * (b * M) + b := by rw [hb_def]; ring
  rw [mem_occupied hL, Finset.mem_Icc, abs_lt, e1, e2]
  constructor
  · rintro ⟨h1, h2⟩
    have r1 : -((M : ℝ) + 1) < n := by
      by_contra hc
      nlinarith [mul_le_mul_of_nonneg_left (not_lt.1 hc) hb.le, hθ.2]
    have r2 : (n : ℝ) < M + 1 := by
      by_contra hc
      nlinarith [mul_le_mul_of_nonneg_left (not_lt.1 hc) hb.le, hθ.1]
    have z1 : -((M : ℤ) + 1) < n := by exact_mod_cast r1
    have z2 : n < (M : ℤ) + 1 := by exact_mod_cast r2
    omega
  · rintro ⟨h1, h2⟩
    have r1 : -(M : ℝ) ≤ n := by exact_mod_cast h1
    have r2 : (n : ℝ) ≤ M := by exact_mod_cast h2
    constructor
    · nlinarith [mul_le_mul_of_nonneg_left r1 hb.le, hθ.1]
    · nlinarith [mul_le_mul_of_nonneg_left r2 hb.le, hθ.2]
```

Q: Now the energy of that shell.

A: Expand the square. The sum of n over −M, …, M is 0 and the sum of n² is M(M + 1)(2M + 1)/3, so

Σ (an + θ)²/2 = (2M + 1) [a² M(M + 1)/6 + θ²/2].

`sum_sq_shell` proves this for any real a and θ by induction on M. The set identity `hs` adds the labels ±(M + 1), which together contribute a²(M + 1)² + θ², and `ring` checks that the closed form grows by that amount.

```lean
/-- Closed form of `∑ (a n + θ)²/2` over `n = -M, …, M`. -/
theorem sum_sq_shell (a θ : ℝ) (M : ℕ) :
    ∑ n ∈ Finset.Icc (-(M : ℤ)) M, (a * n + θ) ^ 2 / 2
      = (2 * M + 1) * (a ^ 2 * (M * (M + 1)) / 6 + θ ^ 2 / 2) := by
  induction M with
  | zero => simp
  | succ M ih =>
    have hs : Finset.Icc (-((M + 1 : ℕ) : ℤ)) ((M + 1 : ℕ) : ℤ)
        = insert (-(M : ℤ) - 1) (insert ((M : ℤ) + 1) (Finset.Icc (-(M : ℤ)) M)) := by
      ext n; simp only [Finset.mem_insert, Finset.mem_Icc]; omega
    have h1 : -(M : ℤ) - 1 ∉ insert ((M : ℤ) + 1) (Finset.Icc (-(M : ℤ)) M) := by
      simp only [Finset.mem_insert, Finset.mem_Icc]; omega
    have h2 : (M : ℤ) + 1 ∉ Finset.Icc (-(M : ℤ)) M := by
      simp only [Finset.mem_Icc]; omega
    rw [hs, Finset.sum_insert h1, Finset.sum_insert h2, ih]
    push_cast; ring
```

Q: In terms of N?

A: With a² = 4π²/L² and M(M + 1) = (N² − 1)/4, division by N gives

kinetic/N = π²(N² − 1)/(6L²) + θ²/2.

`closed_shell_energy` states this, together with count = N, for L > 0, |θ| < π/L and odd N. `periodic_energy` is the case θ = 0.

```lean
/-- For odd `N`, `kF = πN/L` and `|θ| < π/L`, exactly `N` states are filled and the kinetic
energy per particle is `π²(N² - 1)/(6L²) + θ²/2`. -/
theorem closed_shell_energy {L θ : ℝ} {N : ℕ} (hL : 0 < L) (hθ : |θ| < π / L) (hN : Odd N) :
    particleCount L (π * N / L) θ = N ∧
    kinetic L (π * N / L) θ / N = π ^ 2 * ((N : ℝ) ^ 2 - 1) / (6 * L ^ 2) + θ ^ 2 / 2 := by
  obtain ⟨M, rfl⟩ := hN
  have e : ((2 * M + 1 : ℕ) : ℝ) = 2 * M + 1 := by push_cast; ring
  have hocc := occupied_closed_shell hL hθ M
  have hcard : (Finset.Icc (-(M : ℤ)) M).card = 2 * M + 1 := by rw [Int.card_Icc]; omega
  have hk : ∀ n : ℤ, kpt L θ n = 2 * π / L * n + θ := fun n => by rw [kpt]; ring
  have hne : (2 * (M : ℝ) + 1) ≠ 0 := by positivity
  rw [e]
  constructor
  · rw [particleCount, hocc, hcard]; exact e
  · rw [kinetic, hocc]
    simp only [hk]
    rw [sum_sq_shell, mul_div_cancel_left₀ _ hne]
    ring

/-- Periodic boundary conditions with odd `N` and `kF = πN/L`: `N` states are filled and the
kinetic energy per particle is `π²(N² - 1)/(6L²)`. -/
theorem periodic_energy {L : ℝ} {N : ℕ} (hL : 0 < L) (hN : Odd N) :
    particleCount L (π * N / L) 0 = N ∧
    kinetic L (π * N / L) 0 / N = π ^ 2 * ((N : ℝ) ^ 2 - 1) / (6 * L ^ 2) := by
  have h := closed_shell_energy (θ := 0) hL (by rw [abs_zero]; positivity) hN
  exact ⟨h.1, by rw [h.2]; ring⟩
```

Q: What exactly is compared in the finite-size error?

A: The periodic energy per particle and the ratio of the two averages. For odd N and kF = πN/L the count is N at every twist from 0 to 2π/L except θ = π/L, so this ratio is also the twist average of the energy per particle. At kF = πN/L,

⟨kinetic⟩/⟨count⟩ = kF²/6 = π²N²/(6L²),

π²(N² − 1)/(6L²) − π²N²/(6L²) = −π²/(6L²).

`periodic_finite_size_error` substitutes the four known values, and `field_simp` with `ring` does this subtraction. The periodic value lies below the bulk one by an amount that depends only on L; at fixed density N/L it falls as 1/N².

```lean
/-- For odd `N` and `kF = πN/L` the periodic energy per particle minus the ratio of the
twist-averaged energy to the twist-averaged particle number is `-π²/(6L²)`. -/
theorem periodic_finite_size_error {L : ℝ} {N : ℕ} (hL : 0 < L) (hN : Odd N) :
    kinetic L (π * N / L) 0 / particleCount L (π * N / L) 0
      - twistAvg L (kinetic L (π * N / L)) / twistAvg L (particleCount L (π * N / L))
      = -(π ^ 2 / (6 * L ^ 2)) := by
  have hN0 : 0 < N := by obtain ⟨m, hm⟩ := hN; omega
  have hNr : (0 : ℝ) < N := by exact_mod_cast hN0
  have p := periodic_energy hL hN
  have t := twist_average_free_fermions (kF := π * N / L) hL (by positivity)
  have h1 := hL.ne'
  have h2 := hNr.ne'
  have h3 := pi_pos.ne'
  rw [p.1, p.2, t.1, t.2]
  field_simp
  ring

end

end TwistAveragedFreeFermions
```

```lean
#print axioms TwistAveragedFreeFermions.twist_average_free_fermions
-- 'TwistAveragedFreeFermions.twist_average_free_fermions' depends on axioms: [propext, Classical.choice, Quot.sound]
#print axioms TwistAveragedFreeFermions.periodic_finite_size_error
-- 'TwistAveragedFreeFermions.periodic_finite_size_error' depends on axioms: [propext, Classical.choice, Quot.sound]
```

Q: Are `Odd N` and the bound on θ needed, or only convenient?

A: The small cases from here on are arithmetic done on paper, not theorems of the file. Take N = 2, θ = 0 and kF = 2π/L. The levels n = ±1 sit exactly at |k| = kF and are empty, so only n = 0 is filled: the count is 1 instead of 2, and the energy is 0, whereas the formula would give π²/(2L²) per particle. For the bound on θ take N = 1, kF = π/L and θ = π/L. The labels n = 0 and n = −1 have k = ±π/L, both on the edge, and the count is 0 instead of 1. For kF < 0 the sea is empty and the averaged count is 0, while L kF/π is negative.

Q: And the smallest case that is allowed?

A: N = 1, so M = 0 and kF = π/L. The periodic sea is the single state k = 0 with energy 0, which matches N² − 1 = 0. As θ runs from 0 to π/L the filled state is n = 0 with k = θ, and from π/L to 2π/L it is n = −1 with k = θ − 2π/L, so k sweeps (−π/L, π/L) once. The mean of k²/2 over that interval is π²/(6L²), which equals L kF³/(6π) at this kF, and the whole bulk energy is missed by the periodic value. A sea can also hold less than one particle on average: for kF = π/(2L) one state is filled for θ < π/(2L) and for θ > 3π/(2L), none in between, and the averaged count is 1/2 = L kF/π.
